# An explicit basis for the states of two coupled spins annihilated by total $J_+$

To build the multiplets of total angular momentum for two coupled spins, one takes a top state, which the total raising operator $J_+$ annihilates, and applies the lowering operator to it repeatedly. For spins $a/2$ and $b/2$, with natural numbers $a$ and $b$, the theorems below give an explicit basis of the space of all states that total $J_+$ annihilates.

In Lean 4 with Mathlib:

```lean
import Mathlib

open Matrix
open scoped Kronecker

namespace CoupledHighestWeight

noncomputable section

variable {a b : ℕ}

/-- The ladder coefficient `√((i+1)(n-i))` between the levels `i+1` and `i` of a spin `n/2`, counted
downwards from the top level `0`, for `i < n`. -/
def ladder (n i : ℕ) : ℝ := Real.sqrt (((i : ℝ) + 1) * ((n : ℝ) - i))

/-- The raising operator `J₊` of a spin `n/2`: it sends `e_(i+1)` to `√((i+1)(n-i)) e_i`
and `e_0` to zero. -/
def raising (n : ℕ) : Matrix (Fin (n + 1)) (Fin (n + 1)) ℂ :=
  Matrix.of fun i j => if j.val = i.val + 1 then (ladder n i.val : ℂ) else 0

/-- The operator `J_z` of a spin `n/2`, with value `n/2 - i` on `e_i`. -/
def spinZ (n : ℕ) : Matrix (Fin (n + 1)) (Fin (n + 1)) ℂ :=
  Matrix.diagonal fun i => (n : ℂ) / 2 - (i.val : ℂ)

/-- Total `J₊ = J₊ ⊗ 1 + 1 ⊗ J₊` of the spins `a/2` and `b/2`. -/
def totalRaising (a b : ℕ) : Matrix (Fin (a + 1) × Fin (b + 1)) (Fin (a + 1) × Fin (b + 1)) ℂ :=
  raising a ⊗ₖ (1 : Matrix (Fin (b + 1)) (Fin (b + 1)) ℂ) +
    (1 : Matrix (Fin (a + 1)) (Fin (a + 1)) ℂ) ⊗ₖ raising b

/-- Total `J_z = J_z ⊗ 1 + 1 ⊗ J_z` of the spins `a/2` and `b/2`. -/
def totalZ (a b : ℕ) : Matrix (Fin (a + 1) × Fin (b + 1)) (Fin (a + 1) × Fin (b + 1)) ℂ :=
  spinZ a ⊗ₖ (1 : Matrix (Fin (b + 1)) (Fin (b + 1)) ℂ) +
    (1 : Matrix (Fin (a + 1)) (Fin (a + 1)) ℂ) ⊗ₖ spinZ b

/-- The product state `e_i ⊗ e_j`, for `i ≤ a` and `j ≤ b`. -/
def productKet (a b i j : ℕ) : Fin (a + 1) × Fin (b + 1) → ℂ :=
  fun p => if p.1.val = i ∧ p.2.val = j then 1 else 0

/-- The modulus `√((a-i)! (b-j)! / (i! j!))` of a coupling amplitude, for `i ≤ a` and `j ≤ b`. -/
def amplitude (a b i j : ℕ) : ℝ :=
  Real.sqrt (((a - i).factorial * (b - j).factorial : ℝ) / (i.factorial * j.factorial))

/-- The vector `w_k = ∑ (-1)^i √((a-i)! (b-k+i)! / (i! (k-i)!)) e_i ⊗ e_(k-i)`, summed over
`i = 0, …, k`, for `k ≤ min(a, b)`. -/
def highestWeight (a b k : ℕ) : Fin (a + 1) × Fin (b + 1) → ℂ :=
  ∑ i ∈ Finset.range (k + 1),
    ((-1 : ℂ) ^ i * (amplitude a b i (k - i) : ℂ)) • productKet a b i (k - i)

lemma ladder_ne_zero {n i : ℕ} (h : i < n) : (ladder n i : ℂ) ≠ 0 := by
  have h' : (i : ℝ) < n := by exact_mod_cast h
  have hp : 0 < ladder n i := Real.sqrt_pos.2 (mul_pos (by positivity) (by linarith))
  exact_mod_cast hp.ne'

lemma amplitude_ne_zero (i j : ℕ) : (amplitude a b i j : ℂ) ≠ 0 := by
  have hp : 0 < amplitude a b i j := Real.sqrt_pos.2 (by positivity)
  exact_mod_cast hp.ne'

lemma raising_mulVec (n : ℕ) (f : Fin (n + 1) → ℂ) (i : ℕ) (hi : i < n + 1) :
    ∑ m, raising n ⟨i, hi⟩ m * f m =
      if h : i < n then (ladder n i : ℂ) * f ⟨i + 1, by omega⟩ else 0 := by
  split_ifs with h
  · rw [Finset.sum_eq_single ⟨i + 1, by omega⟩]
    · simp [raising]
    · intro m _ hm
      have hne : m.val ≠ i + 1 := fun e => hm (Fin.ext e)
      simp [raising, hne]
    · intro hn
      exact absurd (Finset.mem_univ _) hn
  · apply Finset.sum_eq_zero
    intro m _
    have hlt := m.isLt
    have hne : m.val ≠ i + 1 := by omega
    simp [raising, hne]

/-- The `(i, j)` amplitude of total `J₊ ψ` collects the amplitudes of `ψ` at `(i+1, j)` and
`(i, j+1)`, each with its ladder coefficient, as far as these levels exist. -/
theorem totalRaising_apply (ψ : Fin (a + 1) × Fin (b + 1) → ℂ) (i j : ℕ)
    (hi : i < a + 1) (hj : j < b + 1) :
    (totalRaising a b *ᵥ ψ) (⟨i, hi⟩, ⟨j, hj⟩) =
      (if h : i < a then (ladder a i : ℂ) * ψ (⟨i + 1, by omega⟩, ⟨j, hj⟩) else 0) +
      (if h : j < b then (ladder b j : ℂ) * ψ (⟨i, hi⟩, ⟨j + 1, by omega⟩) else 0) := by
  have ha := raising_mulVec a (fun m => ψ (m, ⟨j, hj⟩)) i hi
  have hb := raising_mulVec b (fun m => ψ (⟨i, hi⟩, m)) j hj
  refine Eq.trans ?_ (congrArg₂ (· + ·) ha hb)
  rw [totalRaising, Matrix.add_mulVec, Pi.add_apply]
  simp only [Matrix.mulVec, dotProduct, Fintype.sum_prod_type, Matrix.kroneckerMap_apply]
  congr 1
  · simp [Matrix.one_apply]
  · rw [Finset.sum_comm]
    simp [Matrix.one_apply]

lemma highestWeight_apply (k i j : ℕ) (hi : i < a + 1) (hj : j < b + 1) :
    highestWeight a b k (⟨i, hi⟩, ⟨j, hj⟩) =
      if i + j = k then (-1 : ℂ) ^ i * (amplitude a b i j : ℂ) else 0 := by
  simp only [highestWeight, Finset.sum_apply, Pi.smul_apply, smul_eq_mul, productKet]
  by_cases h : i + j = k
  · rw [if_pos h, Finset.sum_eq_single i]
    · have e : k - i = j := by omega
      simp [e]
    · intro m _ hm
      rw [if_neg (fun h' => hm h'.1.symm), mul_zero]
    · intro hn
      exact absurd (Finset.mem_range.2 (by omega)) hn
  · rw [if_neg h]
    apply Finset.sum_eq_zero
    intro m hm
    rw [Finset.mem_range] at hm
    have hne : ¬ (i = m ∧ j = k - m) := by omega
    rw [if_neg hne, mul_zero]

/-- Above the bottom level of both spins, that is for `i < a` and `j < b`, the two contributions to
the `(i, j)` amplitude of `J₊ w_(i+j+1)` have equal modulus. -/
theorem amplitude_recursion {i j : ℕ} (hi : i < a) (hj : j < b) :
    ladder a i * amplitude a b (i + 1) j = ladder b j * amplitude a b i (j + 1) := by
  obtain ⟨s, rfl⟩ := Nat.exists_eq_add_of_lt hi
  obtain ⟨t, rfl⟩ := Nat.exists_eq_add_of_lt hj
  have e1 : i + s + 1 - (i + 1) = s := by omega
  have e2 : i + s + 1 - i = s + 1 := by omega
  have e3 : j + t + 1 - (j + 1) = t := by omega
  have e4 : j + t + 1 - j = t + 1 := by omega
  have l1 : ((i + s + 1 : ℕ) : ℝ) - i = s + 1 := by push_cast; ring
  have l2 : ((j + t + 1 : ℕ) : ℝ) - j = t + 1 := by push_cast; ring
  unfold ladder amplitude
  rw [l1, l2, e1, e2, e3, e4, ← Real.sqrt_mul (by positivity), ← Real.sqrt_mul (by positivity)]
  congr 1
  rw [mul_div_assoc', mul_div_assoc', div_eq_div_iff (by positivity) (by positivity)]
  simp only [Nat.factorial_succ]
  push_cast
  ring

/-- For `k ≤ min(a, b)`, total `J₊` annihilates `w_k`. -/
theorem totalRaising_highestWeight {k : ℕ} (ha : k ≤ a) (hb : k ≤ b) :
    totalRaising a b *ᵥ highestWeight a b k = 0 := by
  funext ⟨⟨i, hi⟩, ⟨j, hj⟩⟩
  rw [totalRaising_apply, Pi.zero_apply]
  simp only [highestWeight_apply]
  by_cases hk : i + j + 1 = k
  · -- both neighbours exist, and their contributions cancel
    have hia : i < a := by omega
    have hjb : j < b := by omega
    rw [dif_pos hia, dif_pos hjb, if_pos (show i + 1 + j = k by omega),
      if_pos (show i + (j + 1) = k by omega)]
    have r : (ladder a i : ℂ) * (amplitude a b (i + 1) j : ℂ) =
        (ladder b j : ℂ) * (amplitude a b i (j + 1) : ℂ) := by
      exact_mod_cast amplitude_recursion hia hjb
    linear_combination (-1 : ℂ) ^ (i + 1) * r
  · rw [if_neg (show ¬ i + 1 + j = k by omega), if_neg (show ¬ i + (j + 1) = k by omega)]
    simp

/-- Total `J_z` multiplies `w_k` by `(a+b)/2 - k`. -/
theorem totalZ_highestWeight (k : ℕ) :
    totalZ a b *ᵥ highestWeight a b k =
      (((a : ℂ) + b) / 2 - k) • highestWeight a b k := by
  have hd : totalZ a b = Matrix.diagonal fun p : Fin (a + 1) × Fin (b + 1) =>
      ((a : ℂ) / 2 - (p.1.val : ℂ)) + ((b : ℂ) / 2 - (p.2.val : ℂ)) := by
    ext ⟨i, j⟩ ⟨i', j'⟩
    by_cases h1 : i = i' <;> by_cases h2 : j = j' <;>
      simp [totalZ, spinZ, h1, h2]
  funext ⟨⟨i, hi⟩, ⟨j, hj⟩⟩
  rw [hd, Matrix.mulVec_diagonal, Pi.smul_apply, smul_eq_mul, highestWeight_apply]
  by_cases h : i + j = k
  · subst h
    push_cast
    ring
  · rw [if_neg h, mul_zero, mul_zero]

/-- If total `J₊ ψ = 0`, every amplitude of `ψ` at `(i, j)` with `i + j > a` vanishes. -/
theorem amplitude_eq_zero_of_lt {ψ : Fin (a + 1) × Fin (b + 1) → ℂ}
    (hψ : totalRaising a b *ᵥ ψ = 0) (i j : ℕ) (hi : i < a + 1) (hj : j < b + 1)
    (h : a < i + j) : ψ (⟨i, hi⟩, ⟨j, hj⟩) = 0 := by
  -- descend from the edge `i = a`
  induction hd : a - i generalizing i j with
  | zero =>
    obtain ⟨m, rfl⟩ : ∃ m, j = m + 1 := ⟨j - 1, by omega⟩
    have e := congrFun hψ (⟨i, hi⟩, ⟨m, by omega⟩)
    rw [totalRaising_apply, dif_neg (show ¬ i < a by omega), dif_pos (show m < b by omega),
      zero_add, Pi.zero_apply] at e
    exact (mul_eq_zero.1 e).resolve_left (ladder_ne_zero (by omega))
  | succ d ih =>
    obtain ⟨m, rfl⟩ : ∃ m, j = m + 1 := ⟨j - 1, by omega⟩
    have z : ψ (⟨i + 1, by omega⟩, ⟨m, by omega⟩) = 0 :=
      ih (i + 1) m (by omega) (by omega) (by omega) (by omega)
    have e := congrFun hψ (⟨i, hi⟩, ⟨m, by omega⟩)
    rw [totalRaising_apply, dif_pos (show i < a by omega), dif_pos (show m < b by omega),
      z, mul_zero, zero_add, Pi.zero_apply] at e
    exact (mul_eq_zero.1 e).resolve_left (ladder_ne_zero (by omega))

/-- A state annihilated by total `J₊` is zero if its amplitudes at `(0, j)` vanish for all
`j ≤ a`. -/
theorem eq_zero_of_first_row {ψ : Fin (a + 1) × Fin (b + 1) → ℂ}
    (hψ : totalRaising a b *ᵥ ψ = 0)
    (h0 : ∀ (j : ℕ) (hj : j < b + 1), j ≤ a → ψ (⟨0, by omega⟩, ⟨j, hj⟩) = 0) : ψ = 0 := by
  have key : ∀ (i j : ℕ) (hi : i < a + 1) (hj : j < b + 1), ψ (⟨i, hi⟩, ⟨j, hj⟩) = 0 := by
    intro i
    induction i with
    | zero =>
      intro j hi hj
      by_cases h : j ≤ a
      · exact h0 j hj h
      · exact amplitude_eq_zero_of_lt hψ 0 j hi hj (by omega)
    | succ i ih =>
      intro j hi hj
      have e := congrFun hψ (⟨i, by omega⟩, ⟨j, hj⟩)
      rw [totalRaising_apply, dif_pos (show i < a by omega), Pi.zero_apply] at e
      simp only [ih, mul_zero, dite_eq_ite, ite_self, add_zero] at e
      exact (mul_eq_zero.1 e).resolve_left (ladder_ne_zero (by omega))
  funext ⟨⟨i, hi⟩, ⟨j, hj⟩⟩
  exact key i j hi hj

lemma combination_apply (g : Fin (min a b + 1) → ℂ) (k : Fin (min a b + 1))
    (hk : k.val < b + 1) :
    (∑ m, g m • highestWeight a b m.val) (⟨0, by omega⟩, ⟨k.val, hk⟩) =
      g k * (amplitude a b 0 k.val : ℂ) := by
  simp only [Finset.sum_apply, Pi.smul_apply, smul_eq_mul, highestWeight_apply]
  rw [Finset.sum_eq_single k]
  · simp
  · intro m _ hm
    have hne : ¬ (0 + k.val = m.val) := fun e => hm (Fin.ext (by omega))
    rw [if_neg hne, mul_zero]
  · intro hn
    exact absurd (Finset.mem_univ _) hn

/-- The vectors `w_0, …, w_min(a,b)` are linearly independent. -/
theorem linearIndependent_highestWeight :
    LinearIndependent ℂ (fun k : Fin (min a b + 1) => highestWeight a b k.val) := by
  rw [Fintype.linearIndependent_iff]
  intro g hg k
  have hk : k.val < b + 1 := by have := k.isLt; omega
  have e := combination_apply g k hk
  rw [hg, Pi.zero_apply] at e
  exact (mul_eq_zero.1 e.symm).resolve_right (amplitude_ne_zero _ _)

/-- The kernel of total `J₊` on spin `a/2` tensor spin `b/2` is exactly the span of
`w_0, …, w_min(a,b)`. -/
theorem ker_totalRaising :
    LinearMap.ker (totalRaising a b).mulVecLin =
      Submodule.span ℂ (Set.range fun k : Fin (min a b + 1) => highestWeight a b k.val) := by
  have hw : ∀ k : Fin (min a b + 1), totalRaising a b *ᵥ highestWeight a b k.val = 0 := by
    intro k
    have := k.isLt
    exact totalRaising_highestWeight (by omega) (by omega)
  apply le_antisymm
  · intro ψ hψ
    rw [LinearMap.mem_ker, Matrix.mulVecLin_apply] at hψ
    -- match the amplitudes `(0, k)` by a combination of the `w_k`
    obtain ⟨g, hg⟩ : ∃ g : Fin (min a b + 1) → ℂ, ∀ k : Fin (min a b + 1),
        g k * (amplitude a b 0 k.val : ℂ) =
          ψ (⟨0, by omega⟩, ⟨k.val, by have := k.isLt; omega⟩) :=
      ⟨fun k => ψ (⟨0, by omega⟩, ⟨k.val, by have := k.isLt; omega⟩) /
        (amplitude a b 0 k.val : ℂ), fun k => div_mul_cancel₀ _ (amplitude_ne_zero _ _)⟩
    have hS : totalRaising a b *ᵥ (∑ m, g m • highestWeight a b m.val) = 0 := by
      rw [← Matrix.mulVecLin_apply, map_sum]
      apply Finset.sum_eq_zero
      intro m _
      rw [map_smul, Matrix.mulVecLin_apply, hw m, smul_zero]
    -- the remainder lies in the kernel and has an empty first row
    have hz : ψ - ∑ m, g m • highestWeight a b m.val = 0 := by
      apply eq_zero_of_first_row
      · rw [Matrix.mulVec_sub, hψ, hS, sub_zero]
      · intro j hj hja
        have e := combination_apply g ⟨j, by omega⟩ hj
        rw [Pi.sub_apply, e, hg, sub_self]
    rw [sub_eq_zero.1 hz]
    exact Submodule.sum_mem _ fun m _ =>
      Submodule.smul_mem _ _ (Submodule.subset_span ⟨m, rfl⟩)
  · rw [Submodule.span_le]
    rintro _ ⟨k, rfl⟩
    exact hw k

/-- The kernel of total `J₊` has dimension `min(a, b) + 1`. -/
theorem finrank_ker_totalRaising :
    Module.finrank ℂ (LinearMap.ker (totalRaising a b).mulVecLin) = min a b + 1 := by
  rw [ker_totalRaising, finrank_span_eq_card linearIndependent_highestWeight, Fintype.card_fin]

end

end CoupledHighestWeight
```

```lean
#print axioms CoupledHighestWeight.totalRaising_highestWeight
#print axioms CoupledHighestWeight.totalZ_highestWeight
#print axioms CoupledHighestWeight.finrank_ker_totalRaising
```

```
'CoupledHighestWeight.totalRaising_highestWeight' depends on axioms: [propext, Classical.choice, Quot.sound]
'CoupledHighestWeight.totalZ_highestWeight' depends on axioms: [propext, Classical.choice, Quot.sound]
'CoupledHighestWeight.finrank_ker_totalRaising' depends on axioms: [propext, Classical.choice, Quot.sound]
```

## Two spins in the product basis

The letters $a$ and $b$ stand for twice the spins, so half-integer and integer spins are treated together. A spin $n/2$ has basis states $e_0,\dots,e_n$, counted from the top: $e_i$ is the textbook state $|s,m_s\rangle$ with $s=n/2$ and $m_s=n/2-i$. In units of $\hbar$, and with the usual positive phases for the ladder coefficients,

$$J_+e_{i+1}=c_n(i)\,e_i,\qquad c_n(i)=\sqrt{(i+1)(n-i)},\qquad J_+e_0=0.$$

In the file, `ladder n i` is $c_n(i)$, `raising n` is the matrix of $J_+$ and `spinZ n` that of $J_z$. A state of the pair is a function from `Fin (a + 1) × Fin (b + 1)` to the complex numbers, which gives the amplitude $\psi_{i,j}$ of $e_i\otimes e_j$. The Kronecker products in `totalRaising` and `totalZ` are the usual sums $J\otimes 1+1\otimes J$.

The candidate top states are

$$w_k=\sum_{i=0}^{k}(-1)^i A_{i,k-i}\;e_i\otimes e_{k-i},\qquad A_{i,j}=\sqrt{\frac{(a-i)!\,(b-j)!}{i!\,j!}},$$

written `highestWeight a b k` and `amplitude a b i j`. They are not normalised. For $k\le\min(a,b)$ the squared norm is $(a-k)!\,(b-k)!\binom{a+b-k+1}{k}$. For two spins one half, $w_0=e_0\otimes e_0$ is the top triplet state, and $w_1=e_0\otimes e_1-e_1\otimes e_0$ becomes the singlet after division by $\sqrt2$.

## The kernel and its dimension

`ker_totalRaising` says that the kernel of total $J_+$, as a linear map on the product space, equals the complex span of $w_0,\dots,w_{\min(a,b)}$. `linearIndependent_highestWeight` says that these vectors are linearly independent, and `finrank_ker_totalRaising` concludes that the kernel has dimension $\min(a,b)+1$. All three hold for every $a$ and $b$, including zero.

`totalZ_highestWeight` adds that total $J_z$ multiplies $w_k$ by $(a+b)/2-k$. This value is the total spin of the multiplet that starts at $w_k$, by the textbook identity $J^2=J_-J_++J_z^2+J_z$. The theorems supply the starting vectors of the Clebsch–Gordan decomposition; generating the multiplets from them and showing that they fill the product space is further work.

In atomic structure and in spin-adapted wavefunctions, such vectors can serve as starting points for coupled states of two subsystems, each with a fixed, finite angular momentum. The theorems describe the full product space, and antisymmetry can restrict it. For two electrons in the same subshell, each with total angular momentum $3/2$, only the coupled values $2$ and $0$ remain, so of $w_0,\dots,w_3$ only $w_1$ and $w_3$ are admissible.

## Cancellation between neighbouring amplitudes

From here on, $J_+$ without further comment is the total operator. The amplitude of $J_+\psi$ at $(i,j)$ collects two neighbours:

$$(J_+\psi)_{i,j}=c_a(i)\,\psi_{i+1,j}+c_b(j)\,\psi_{i,j+1}.$$

The first term is absent for $i=a$ and the second for $j=b$. This is `totalRaising_apply`; it rests on `raising_mulVec`, which reduces each matrix sum to the one term with a nonzero matrix entry, or to zero in the bottom row, which has none.

By `highestWeight_apply`, $w_k$ has amplitude $(-1)^iA_{i,j}$ where $i+j=k$ and zero elsewhere. So $J_+w_k$ can be nonzero only where $i+j+1=k$. There $k\le\min(a,b)$ gives $i<a$ and $j<b$, so both neighbours exist. Squaring the first contribution without its sign gives

$$c_a(i)^2A_{i+1,j}^2=(i+1)(a-i)\,\frac{(a-i-1)!\,(b-j)!}{(i+1)!\,j!}=\frac{(a-i)!\,(b-j)!}{i!\,j!}.$$

The second gives

$$c_b(j)^2A_{i,j+1}^2=(j+1)(b-j)\,\frac{(a-i)!\,(b-j-1)!}{i!\,(j+1)!}=\frac{(a-i)!\,(b-j)!}{i!\,j!}.$$

The moduli are therefore equal, which is `amplitude_recursion`. Its proof combines the square roots and compares the fractions under them by cross-multiplication. The signs $(-1)^{i+1}$ and $(-1)^i$ are opposite, so the contributions cancel. In `totalRaising_highestWeight`, the `linear_combination` step carries out this cancellation.

## The first row determines a kernel state

Let $J_+\psi=0$. First, $\psi_{i,j}=0$ whenever $i+j>a$. Since $i\le a$, such a pair has $j\ge1$, so the equation at $(i,j-1)$ is available. For $i=a$ it reads $c_b(j-1)\,\psi_{a,j}=0$, and the coefficient is nonzero. For $i<a$ it reads

$$c_a(i)\,\psi_{i+1,j-1}+c_b(j-1)\,\psi_{i,j}=0.$$

The first amplitude has the same index sum and is already known to vanish, hence so does the second. `amplitude_eq_zero_of_lt` runs this descent as an induction on $a-i$.

Now suppose also that $\psi_{0,j}=0$ for every available $j\le a$. The previous step removes the rest of the row $i=0$. If row $i$ vanishes and $i<a$, the equation at $(i,j)$ leaves $c_a(i)\,\psi_{i+1,j}=0$, so row $i+1$ vanishes too. Induction on $i$ gives $\psi=0$, which is `eq_zero_of_first_row`.

In the row $i=0$, $w_k$ has exactly one nonzero amplitude, $A_{0,k}$ at $j=k$. A combination $\sum_m g_mw_m$ therefore has amplitude $g_kA_{0,k}$ at $(0,k)$, as `combination_apply` states. If the combination is zero, every $g_k$ is zero, which proves independence.

For a general kernel state $\psi$, choose $g_k=\psi_{0,k}/A_{0,k}$ for $k\le\min(a,b)$. The difference $\psi-\sum_kg_kw_k$ is again in the kernel, and its amplitudes at $(0,j)$ vanish for all available $j\le a$. It is therefore zero, and $\psi$ lies in the span. In `ker_totalRaising`, `le_antisymm` joins this inclusion to the reverse one, which follows from $J_+w_k=0$. The dimension is then the number of independent spanning vectors.

## A vector beyond the shorter ladder

The annihilation theorem assumes both $k\le a$ and $k\le b$. The second bound alone does not suffice: take $a=0$, $b=1$ and $k=1$. The first spin has only the level $e_0$, and `productKet` is zero for a missing level, so $w_1=e_0\otimes e_1$. Then $J_+w_1=e_0\otimes e_0\neq0$, because the neighbour that should cancel this contribution does not exist.
